# Hardness of a three-state electron ensemble: divergence at integer mean number as $T\to0$ when $I>A$

To bring the mean electron number $\langle n\rangle$ of a grand-canonical calculation to a target $n_{\rm t}$, one can correct the chemical potential $\mu$ by a Newton step,

$$\Delta\mu=(n_{\rm t}-\langle n\rangle)\,\frac{d\mu}{dn},$$

where $d\mu/dn$ is the slope of the chemical potential as a function of the mean number. This slope is the chemical hardness, taken here without the factor $1/2$ that some definitions include. For an ensemble of only three states with fixed energies, it has a closed form at integer mean number. If the ionization energy exceeds the electron affinity, it tends to infinity as the temperature goes to zero, and so does the size of the Newton step from that point towards any fixed fractional target.

## The slope at mean number $N$

Let the ensemble contain one state each with $N-1$, $N$ and $N+1$ electrons, of energy $E(n)$. Define

$$I=E(N-1)-E(N),\qquad A=E(N)-E(N+1).$$

With the temperature $T>0$ in energy units, the Gibbs weights are $w_n=e^{-(E(n)-\mu n)/T}$. Write $Z$ for their sum and $\langle f\rangle=Z^{-1}\sum_n f(n)w_n$ for averages.

**Response and fluctuation.** Since $dw_n/d\mu=(n/T)\,w_n$, the quotient rule gives

$$T\frac{d\langle n\rangle}{d\mu}=\frac{\sum_n n^2w_n}{Z}-\left(\frac{\sum_n n\,w_n}{Z}\right)^2=\langle n^2\rangle-\langle n\rangle^2=\mathrm{Var}(n).$$

The variance is positive, because three different numbers occur with positive weight. Hence $\langle n\rangle$ increases strictly with $\mu$, and a mean number belongs to at most one chemical potential.

**The chemical potential at mean number $N$.** From $\langle n\rangle-N=(w_{N+1}-w_{N-1})/Z$, the mean is $N$ exactly when the two ionic weights agree:

$$E(N+1)-\mu(N+1)=E(N-1)-\mu(N-1).$$

This gives $2\mu=E(N+1)-E(N-1)=-(I+A)$, so $\mu=-(I+A)/2$ at every temperature.

**The variance there.** At this $\mu$,

$$r=\frac{w_N}{w_{N+1}}=e^{(E(N+1)-E(N)-\mu)/T}=e^{(-A+(I+A)/2)/T}=e^{(I-A)/(2T)}.$$

The two ions deviate from the mean by one electron and the middle state does not deviate, so $\mathrm{Var}(n)=2/(2+r)$.

**Inverting the function.** The mean number is continuous and strictly increasing in $\mu$, so every $n$ close to $N$ is attained at exactly one $\mu(n)$. The slope of the inverse function is the reciprocal slope:

$$\left.\frac{d\mu}{dn}\right|_{n=N}=\frac{T}{\mathrm{Var}(n)}=T\left(1+\tfrac12e^{(I-A)/(2T)}\right).$$

**Cooling.** Put $g=I-A$ and $u=g/(2T)$. If $g>0$, then $e^u\ge u^2/2$, and the hardness is at least $Tu^2/4=g^2/(16T)$, which tends to infinity as $T$ decreases to $0$. If $g\le0$, then $e^u\le1$, and the hardness lies between $0$ and $3T/2$, so it tends to $0$.

## Energies, weights and averages in Lean

The energies form a function `E : ℤ → ℝ`, of which only the values at `N - 1`, `N` and `N + 1` enter. They depend on neither $T$ nor $\mu$, so orbital relaxation in response to a fractional mean charge is absent from the model, as are excited states and spin degeneracy. No sign is imposed on `N`; physically, $N\ge1$.

```lean
import Mathlib

open Filter Topology Set

namespace FiniteTemperatureHardness

noncomputable section

/-- Ionization energy `I = E(N-1) - E(N)`. -/
def ionization (E : ℤ → ℝ) (N : ℤ) : ℝ := E (N - 1) - E N

/-- Electron affinity `A = E(N) - E(N+1)`. -/
def affinity (E : ℤ → ℝ) (N : ℤ) : ℝ := E N - E (N + 1)
```

The next definition names the value $-(I+A)/2$. That it is the chemical potential at mean number $N$ is proved later.

```lean
/-- The chemical potential `-(I + A)/2`. -/
def midPotential (E : ℤ → ℝ) (N : ℤ) : ℝ := -(ionization E N + affinity E N) / 2
```

The weight and the average follow the formulas above, with the three-term sums written out.

```lean
/-- Gibbs weight of the state with `n` electrons at temperature `T ≠ 0` (in energy units). -/
def weight (E : ℤ → ℝ) (T μ : ℝ) (n : ℤ) : ℝ := Real.exp (-(E n - μ * n) / T)

/-- Grand-canonical average of `f` over one state each with `N-1`, `N`, `N+1` electrons,
for `T ≠ 0`. -/
def average (E : ℤ → ℝ) (T : ℝ) (N : ℤ) (μ : ℝ) (f : ℤ → ℝ) : ℝ :=
  (f (N - 1) * weight E T μ (N - 1) + f N * weight E T μ N + f (N + 1) * weight E T μ (N + 1)) /
    (weight E T μ (N - 1) + weight E T μ N + weight E T μ (N + 1))
```

The mean number is the average of $n$, and the variance is the average squared deviation from that mean.

```lean
/-- Mean electron number, for `T ≠ 0`. -/
def meanNumber (E : ℤ → ℝ) (T : ℝ) (N : ℤ) (μ : ℝ) : ℝ := average E T N μ (fun n => (n : ℝ))

/-- Variance of the electron number, for `T ≠ 0`. -/
def numberVariance (E : ℤ → ℝ) (T : ℝ) (N : ℤ) (μ : ℝ) : ℝ :=
  average E T N μ (fun n => ((n : ℝ) - meanNumber E T N μ) ^ 2)
```

The function $\mu(n)$ is defined as an inverse of `meanNumber`, with no explicit formula. For a number that the ensemble does not attain, `Function.invFun` returns an arbitrary value; the hardness involves only numbers near $N$, which are attained.

```lean
/-- Chemical potential as a function of the mean electron number: the inverse function of
`meanNumber`, for `T ≠ 0` and mean numbers that the ensemble attains. -/
def chemicalPotential (E : ℤ → ℝ) (T : ℝ) (N : ℤ) : ℝ → ℝ := Function.invFun (meanNumber E T N)
```

## Fluctuations make the mean number increase

At any temperature $T>0$ all three states have positive weight, so the variance is positive as soon as one of them deviates from the mean. The proof distinguishes two cases. If the mean equals $N$, the state with $N+1$ electrons deviates by $1$; otherwise the state with $N$ electrons deviates.

```lean
/-- The number variance of the three-state ensemble is positive. -/
theorem numberVariance_pos (E : ℤ → ℝ) (T : ℝ) (N : ℤ) (μ : ℝ) :
    0 < numberVariance E T N μ := by
  have ha : 0 < weight E T μ (N - 1) := Real.exp_pos _
  have hb : 0 < weight E T μ N := Real.exp_pos _
  have hc : 0 < weight E T μ (N + 1) := Real.exp_pos _
  unfold numberVariance average
  apply div_pos _ (by positivity)
  beta_reduce
  -- the mean cannot coincide with both N and N + 1
  rcases eq_or_ne ((N : ℝ) - meanNumber E T N μ) 0 with h | h
  · have h1 : ((N + 1 : ℤ) : ℝ) - meanNumber E T N μ = 1 := by
      push_cast
      linarith
    rw [h1]
    positivity
  · have h2 : 0 < ((N : ℝ) - meanNumber E T N μ) ^ 2 := by positivity
    positivity
```

The response theorem states that the mean number is differentiable in $\mu$ and that $T$ times its derivative is the variance. In the proof, `hw` is the rule $dw_n/d\mu=(n/T)w_n$, and `H` applies the quotient rule. The three weights are then replaced by positive numbers `a`, `b` and `c`, and `field_simp` and `ring` verify the algebra that turns the quotient-rule expression into the variance.

```lean
/-- Fluctuation-response relation: for `T > 0` the response of the mean electron number to the
chemical potential, times `T`, is the number variance. -/
theorem fluctuation_response (E : ℤ → ℝ) {T : ℝ} (hT : 0 < T) (N : ℤ) (μ : ℝ) :
    DifferentiableAt ℝ (meanNumber E T N) μ ∧
      T * deriv (meanNumber E T N) μ = numberVariance E T N μ := by
  have hw (n : ℤ) : HasDerivAt (fun m => weight E T m n) (weight E T μ n * (n / T)) μ := by
    have h : HasDerivAt (fun m : ℝ => -(E n - m * n) / T) (n / T) μ :=
      ((((hasDerivAt_id' μ).mul_const (n : ℝ)).const_sub (E n)).fun_neg.div_const T).congr_deriv
        (by ring)
    exact h.exp
  have ha : 0 < weight E T μ (N - 1) := Real.exp_pos _
  have hb : 0 < weight E T μ N := Real.exp_pos _
  have hc : 0 < weight E T μ (N + 1) := Real.exp_pos _
  have H : HasDerivAt (meanNumber E T N) (numberVariance E T N μ / T) μ := by
    refine HasDerivAt.congr_deriv
      (((((hw (N - 1)).const_mul ((N - 1 : ℤ) : ℝ)).fun_add ((hw N).const_mul (N : ℝ))).fun_add
        ((hw (N + 1)).const_mul ((N + 1 : ℤ) : ℝ))).fun_div
        (((hw (N - 1)).fun_add (hw N)).fun_add (hw (N + 1))) (by positivity)) ?_
    simp only [numberVariance, meanNumber, average]
    generalize weight E T μ (N - 1) = a at *
    generalize weight E T μ N = b at *
    generalize weight E T μ (N + 1) = c at *
    push_cast
    field_simp
    ring
  refine ⟨H.differentiableAt, ?_⟩
  rw [H.deriv]
  field_simp
```

A positive variance and a positive $T$ give a positive derivative, and hence strict monotonicity.

```lean
/-- For `T > 0` the mean electron number increases strictly with the chemical potential. -/
theorem meanNumber_strictMono (E : ℤ → ℝ) {T : ℝ} (hT : 0 < T) (N : ℤ) :
    StrictMono (meanNumber E T N) :=
  strictMono_of_deriv_pos fun μ => (mul_pos_iff_of_pos_left hT).1 (by
    rw [(fluctuation_response E hT N μ).2]
    exact numberVariance_pos E T N μ)
```

## From response to hardness

The next theorem concerns any function `m` that satisfies $\langle n\rangle_{\mu=m(n)}=n$ for all $n$ near some $n_0$, which may be fractional. Its slope at $n_0$ is $T$ divided by the variance at $\mu=m(n_0)$.

Continuity of `m` is derived from monotonicity. If $a<m(n_0)$, then the mean number at $a$ is below $n_0$, and therefore below every $n$ close enough to $n_0$. Since $n$ is the mean number at $m(n)$, it follows that $a<m(n)$. The same argument works from above. With continuity in hand, `HasDerivAt.of_local_left_inverse` supplies the reciprocal derivative.

```lean
/-- For `T > 0`, any function `m` that gives the chemical potential for mean numbers near `n₀`
has slope `T` divided by the number variance at `n₀`. -/
theorem hardness_eq_inv_variance (E : ℤ → ℝ) {T : ℝ} (hT : 0 < T) (N : ℤ) {m : ℝ → ℝ} {n₀ : ℝ}
    (hm : ∀ᶠ n in 𝓝 n₀, meanNumber E T N (m n) = n) :
    HasDerivAt m (T / numberVariance E T N (m n₀)) n₀ := by
  have hs := meanNumber_strictMono E hT N
  have h0 := hm.self_of_nhds
  -- monotonicity makes the inverse continuous
  have hc : ContinuousAt m n₀ := by
    refine tendsto_order.2 ⟨fun a ha => ?_, fun b hb => ?_⟩
    · have h := hs ha
      rw [h0] at h
      filter_upwards [hm, Ioi_mem_nhds h] with n hn han
      exact hs.lt_iff_lt.1 (by rw [hn]; exact han)
    · have h := hs hb
      rw [h0] at h
      filter_upwards [hm, Iio_mem_nhds h] with n hn hbn
      exact hs.lt_iff_lt.1 (by rw [hn]; exact hbn)
  obtain ⟨hd, hv⟩ := fluctuation_response E hT N (m n₀)
  have H := hd.hasDerivAt
  rw [eq_div_of_mul_eq hT.ne' ((mul_comm _ _).trans hv)] at H
  exact (HasDerivAt.of_local_left_inverse hc H
    (div_pos (numberVariance_pos E T N _) hT).ne' hm).congr_deriv (inv_div _ _)
```

The special value of $\mu$ enters now. In the proof, `h1` is the equality of the ionic weights and `h2` is the ratio $r$. Substituting both into the averages gives mean $N$ and variance $2/(2+r)$. Together with strict monotonicity, the first part shows that mean number $N$ forces $\mu=-(I+A)/2$ for every $T>0$.

```lean
/-- At the chemical potential `-(I + A)/2` the mean number is `N` and the number variance is
`2/(2 + exp((I - A)/(2T)))`, for `T ≠ 0`. -/
theorem midPotential_moments (E : ℤ → ℝ) (T : ℝ) (N : ℤ) :
    meanNumber E T N (midPotential E N) = N ∧ numberVariance E T N (midPotential E N) =
      2 / (2 + Real.exp ((ionization E N - affinity E N) / (2 * T))) := by
  -- both ionic states have the same weight
  have h1 : weight E T (midPotential E N) (N - 1) = weight E T (midPotential E N) (N + 1) := by
    unfold weight midPotential ionization affinity
    congr 1
    push_cast
    ring
  have h2 : weight E T (midPotential E N) N = weight E T (midPotential E N) (N + 1) *
      Real.exp ((ionization E N - affinity E N) / (2 * T)) := by
    unfold weight midPotential ionization affinity
    rw [← Real.exp_add]
    congr 1
    push_cast
    ring
  have hc : 0 < weight E T (midPotential E N) (N + 1) := Real.exp_pos _
  have hm : meanNumber E T N (midPotential E N) = N := by
    unfold meanNumber average
    rw [h1, h2, div_eq_iff (by positivity)]
    push_cast
    ring
  refine ⟨hm, ?_⟩
  unfold numberVariance average
  rw [hm, h1, h2, div_eq_div_iff (by positivity) (by positivity)]
  push_cast
  ring
```

The main theorem has two parts. The first says that `chemicalPotential` reproduces every mean number in some neighbourhood of $N$, so that the derivative in the second part is taken along genuine fractional mean numbers. The second is the closed formula, stated with `HasDerivAt`, which includes differentiability.

For the first part, the mean numbers at $-(I+A)/2-1$ and $-(I+A)/2+1$ lie on either side of $N$, and the intermediate value theorem reaches every number between them. For the second, `hN` identifies $\mu(N)$ by injectivity, and the variance from the previous theorem is inserted into $T/\mathrm{Var}(n)$.

```lean
/-- Finite-temperature chemical hardness: for `T > 0` the chemical potential reproduces every mean
number near `N`, and its slope at `N` is `T (1 + exp((I - A)/(2T))/2)`. -/
theorem chemical_hardness (E : ℤ → ℝ) {T : ℝ} (hT : 0 < T) (N : ℤ) :
    (∀ᶠ n in 𝓝 (N : ℝ), meanNumber E T N (chemicalPotential E T N n) = n) ∧
    HasDerivAt (chemicalPotential E T N)
      (T * (1 + Real.exp ((ionization E N - affinity E N) / (2 * T)) / 2)) N := by
  have hs := meanNumber_strictMono E hT N
  obtain ⟨h0, hvar⟩ := midPotential_moments E T N
  have hm : ∀ᶠ n in 𝓝 (N : ℝ), meanNumber E T N (chemicalPotential E T N n) = n := by
    have h1 := hs (sub_one_lt (midPotential E N))
    have h2 := hs (lt_add_one (midPotential E N))
    rw [h0] at h1 h2
    have hcont : Continuous (meanNumber E T N) :=
      continuous_iff_continuousAt.2 fun μ => (fluctuation_response E hT N μ).1.continuousAt
    filter_upwards [Ioo_mem_nhds h1 h2] with n hn
    obtain ⟨μ, -, hμ⟩ := intermediate_value_Icc
      (by linarith : midPotential E N - 1 ≤ midPotential E N + 1) hcont.continuousOn
      ⟨hn.1.le, hn.2.le⟩
    exact Function.invFun_eq ⟨μ, hμ⟩
  have hN : chemicalPotential E T N N = midPotential E N :=
    hs.injective (hm.self_of_nhds.trans h0.symm)
  refine ⟨hm, (hardness_eq_inv_variance E hT N hm).congr_deriv ?_⟩
  rw [hN, hvar, div_div_eq_mul_div]
  ring
```

## The two low-temperature limits

In both limits, `𝓝[>] 0` means that $T$ approaches zero through positive values, while the energies and $N$ stay fixed. The hypothesis `hgap` of the first theorem is $A<I$: removing an electron from the $N$-electron state costs more energy than adding one to it releases. At mean number $N$ and low temperature, the $N$-electron state then dominates and number fluctuations freeze out.

The proof compares the hardness with $g^2/(16T)$. Mathlib's bound `Real.quadratic_le_exp_of_nonneg` is $1+u+u^2/2\le e^u$ for $u\ge0$, slightly stronger than the inequality used by hand.

```lean
/-- If `I > A`, the hardness at mean number `N` diverges as the temperature decreases to zero. -/
theorem hardness_diverges (E : ℤ → ℝ) (N : ℤ) (hgap : affinity E N < ionization E N) :
    Tendsto (fun T => deriv (chemicalPotential E T N) N) (𝓝[>] 0) atTop := by
  have hg : 0 < ionization E N - affinity E N := sub_pos.2 hgap
  have hlim : Tendsto (fun T : ℝ => (ionization E N - affinity E N) ^ 2 / 16 * T⁻¹)
      (𝓝[>] 0) atTop := tendsto_inv_nhdsGT_zero.const_mul_atTop (by positivity)
  refine tendsto_atTop_mono' _ ?_ hlim
  filter_upwards [self_mem_nhdsWithin] with T hT
  have hT' : 0 < T := hT
  rw [(chemical_hardness E hT' N).2.deriv]
  generalize ionization E N - affinity E N = g at *
  -- the exponential dominates the square of its argument
  have hu : 0 < g / (2 * T) := by positivity
  have he := Real.quadratic_le_exp_of_nonneg hu.le
  calc g ^ 2 / 16 * T⁻¹ = T * ((g / (2 * T)) ^ 2 / 2 / 2) := by
        field_simp
        norm_num
    _ ≤ T * (1 + Real.exp (g / (2 * T)) / 2) :=
        mul_le_mul_of_nonneg_left (by linarith) hT'.le
```

For $I\le A$ the hardness is squeezed between $0$ and $3T/2$. This includes the boundary case $I=A$, where all three weights are equal at mean number $N$ and the hardness is exactly $3T/2$.

```lean
/-- If `I ≤ A`, the hardness at mean number `N` vanishes as the temperature decreases to zero. -/
theorem hardness_vanishes (E : ℤ → ℝ) (N : ℤ) (hgap : ionization E N ≤ affinity E N) :
    Tendsto (fun T => deriv (chemicalPotential E T N) N) (𝓝[>] 0) (𝓝 0) := by
  have hlim : Tendsto (fun T : ℝ => T * (3 / 2)) (𝓝[>] 0) (𝓝 0) := by
    have h : Tendsto (fun T : ℝ => T * (3 / 2)) (𝓝 0) (𝓝 (0 * (3 / 2))) :=
      tendsto_id.mul_const _
    rw [zero_mul] at h
    exact h.mono_left nhdsWithin_le_nhds
  refine squeeze_zero' ?_ ?_ hlim <;> filter_upwards [self_mem_nhdsWithin] with T hT
  all_goals
    have hT' : 0 < T := hT
    rw [(chemical_hardness E hT' N).2.deriv]
  · positivity
  · have he : Real.exp ((ionization E N - affinity E N) / (2 * T)) ≤ 1 :=
      Real.exp_le_one_iff.2 (div_nonpos_of_nonpos_of_nonneg (by linarith) (by positivity))
    exact mul_le_mul_of_nonneg_left (by linarith) hT'.le

end

end FiniteTemperatureHardness
```

```lean
#print axioms FiniteTemperatureHardness.hardness_diverges
#print axioms FiniteTemperatureHardness.hardness_vanishes
```

```
'FiniteTemperatureHardness.hardness_diverges' depends on axioms: [propext, Classical.choice, Quot.sound]
'FiniteTemperatureHardness.hardness_vanishes' depends on axioms: [propext, Classical.choice, Quot.sound]
```
